# A freely rotating off-centre dispersion site has a lower averaged energy than a centred one, for partners beyond its orbit

Put a dispersion site one unit from the centre of a molecule and a partner two units from that centre. If the site can only point towards the partner or away from it, the distances are 1 and 3. Their mean is 2, but the mean of $1/r^6$ is about 0.50, against $1/64\approx 0.016$ for a site at the centre. The near position gains far more than the far one loses.

I expect the same for free rotation in three dimensions, where sideways orientations also count. With the site at distance $a>0$ and the partner at $R>a$, I believe the average of $-C/r^6$, with $C>0$, is $-C(R^2+a^2)/(R^2-a^2)^4$, below $-C/R^6$. Can this be made rigorous and machine-checked?

## The closed form and its comparison with the centred site

Yes. Let $t$ be the cosine of the angle between site and partner, seen from the centre. The squared distance is
$$D(t)=R^2+a^2-2aRt\ \ge\ (R-a)^2>0 .$$
Free rotation is taken to mean that all directions of the site are equally likely, which makes $t$ uniform on $[-1,1]$. For $a>0$, an antiderivative of $D^{-3}$ is $1/(4aRD^2)$, so
$$\frac12\int_{-1}^{1}\frac{dt}{D^3}=\frac{1}{8aR}\left[\frac{1}{(R-a)^4}-\frac{1}{(R+a)^4}\right]=\frac{R^2+a^2}{(R^2-a^2)^4},$$
because $(R+a)^4-(R-a)^4=8aR(R^2+a^2)$. At $a=0$ both sides are $R^{-6}$.

For the comparison, take $a>0$ and set $d=R^2-a^2>0$. The stronger bound
$$\frac{1}{R^6}\left(1+\frac{5a^2}{R^2}\right)<\frac{R^2+a^2}{d^4}$$
is equivalent to $(R^2+5a^2)\,d^4<R^8(R^2+a^2)$. Substituting $R^2=d+a^2$, the right side minus the left is
$$14d^3a^4+16d^2a^6+9da^8+2a^{10}>0 .$$
Multiplying by $-C$ with $C>0$ gives the energy statement.

In the Lean file, `siteDistSq R a t` is $D(t)$, `orientAvg` is half the integral over the cosine, and `dispersionEnergy` is $-C/D^3$. The main theorem, `rotation_strengthens_dispersion`, says that for $C>0$ and $0<a<R$ the averaged energy equals the closed form and is strictly below $-C/R^6$. The constant $C$ stands for the strength of the correlated charge fluctuations of site and partner, and is taken to be independent of orientation. The model has one site, a point partner, fixed $R$, no repulsion and no Boltzmann weighting of orientations.

```lean
import Mathlib

open scoped InnerProductSpace

namespace OffCentreDispersion

noncomputable section

/-- Squared distance between a partner at distance `R` from the molecular centre and a site
displaced by `a` from that centre, where `t` is the cosine of the angle between the two. -/
def siteDistSq (R a t : ℝ) : ℝ := R ^ 2 + a ^ 2 - 2 * a * R * t

/-- Average over free rotation in three dimensions of a quantity that depends on the
orientation only through the cosine `t`. -/
def orientAvg (f : ℝ → ℝ) : ℝ := (1 / 2) * ∫ t in (-1 : ℝ)..1, f t

/-- Dispersion energy `-C / r ^ 6` between the partner and the off-centre site. -/
def dispersionEnergy (C R a t : ℝ) : ℝ := -C / siteDistSq R a t ^ 3

/-- For unit vectors `e` and `u`, the squared distance between the partner at `R e` and the
site at `a u` is `siteDistSq` at the cosine `⟪e, u⟫`. -/
theorem norm_sq_eq_siteDistSq {E : Type*} [NormedAddCommGroup E] [InnerProductSpace ℝ E]
    (R a : ℝ) (e u : E) (he : ‖e‖ = 1) (hu : ‖u‖ = 1) :
    ‖R • e - a • u‖ ^ 2 = siteDistSq R a (inner ℝ e u) := by
  rw [norm_sub_sq_real]
  simp only [norm_smul, real_inner_smul_left, real_inner_smul_right, he, hu, mul_one,
    Real.norm_eq_abs, sq_abs, siteDistSq]
  ring

/-- The site never touches a partner that lies farther from the centre than the site does. -/
theorem siteDistSq_pos {R a t : ℝ} (ha : 0 ≤ a) (haR : a < R) (ht : t ≤ 1) :
    0 < siteDistSq R a t := by
  have h1 : 0 < (R - a) ^ 2 := pow_pos (sub_pos.mpr haR) 2
  have h2 : 0 ≤ a * R * (1 - t) :=
    mul_nonneg (mul_nonneg ha (ha.trans haR.le)) (sub_nonneg.mpr ht)
  unfold siteDistSq
  nlinarith

/-- Rate of change of the squared distance with the cosine of the orientation angle. -/
theorem hasDerivAt_siteDistSq (R a t : ℝ) :
    HasDerivAt (fun s => siteDistSq R a s) (-(2 * a * R)) t := by
  have h := ((hasDerivAt_id' t).const_mul (2 * a * R)).const_sub (R ^ 2 + a ^ 2)
  exact h.congr_deriv (by ring)

/-- The orientational average of the inverse sixth power of the distance to an off-centre
site is `(R² + a²) / (R² - a²)⁴`. -/
theorem orientAvg_inv_six {R a : ℝ} (ha : 0 ≤ a) (haR : a < R) :
    orientAvg (fun t => 1 / siteDistSq R a t ^ 3)
      = (R ^ 2 + a ^ 2) / (R ^ 2 - a ^ 2) ^ 4 := by
  have hR : 0 < R := lt_of_le_of_lt ha haR
  have hA : R ^ 2 + a ^ 2 ≠ 0 := by positivity
  have hpos : ∀ t ∈ Set.uIcc (-1 : ℝ) 1, siteDistSq R a t ≠ 0 := by
    intro t ht
    rw [Set.uIcc_of_le (by norm_num)] at ht
    exact (siteDistSq_pos ha haR ht.2).ne'
  -- an antiderivative that stays regular when the site is at the centre
  have hderiv : ∀ t ∈ Set.uIcc (-1 : ℝ) 1,
      HasDerivAt (fun s => ((R ^ 2 + a ^ 2) * s - a * R * (s * s)) /
        ((R ^ 2 + a ^ 2) ^ 2 * (siteDistSq R a s * siteDistSq R a s)))
        (1 / siteDistSq R a t ^ 3) t := by
    intro t ht
    have hne := hpos t ht
    have hD := hasDerivAt_siteDistSq R a t
    have hN := ((hasDerivAt_id' t).const_mul (R ^ 2 + a ^ 2)).fun_sub
      (((hasDerivAt_id' t).fun_mul (hasDerivAt_id' t)).const_mul (a * R))
    have hden := (hD.fun_mul hD).const_mul ((R ^ 2 + a ^ 2) ^ 2)
    have hden0 : (R ^ 2 + a ^ 2) ^ 2 * (siteDistSq R a t * siteDistSq R a t) ≠ 0 :=
      mul_ne_zero (pow_ne_zero 2 hA) (mul_ne_zero hne hne)
    refine (hN.fun_div hden hden0).congr_deriv ?_
    rw [div_eq_div_iff (pow_ne_zero 2 hden0) (pow_ne_zero 3 hne)]
    simp only [siteDistSq]
    ring
  have hcont : ContinuousOn (fun t => 1 / siteDistSq R a t ^ 3) (Set.uIcc (-1 : ℝ) 1) := by
    refine ContinuousOn.div continuousOn_const ?_ (fun t ht => pow_ne_zero 3 (hpos t ht))
    unfold siteDistSq
    fun_prop
  unfold orientAvg
  rw [intervalIntegral.integral_eq_sub_of_hasDerivAt hderiv hcont.intervalIntegrable]
  -- the end points are the nearest and the farthest position of the site
  have h1 : siteDistSq R a 1 = (R - a) ^ 2 := by unfold siteDistSq; ring
  have h2 : siteDistSq R a (-1) = (R + a) ^ 2 := by unfold siteDistSq; ring
  have h3 : R ^ 2 - a ^ 2 = (R - a) * (R + a) := by ring
  have hm : R - a ≠ 0 := (sub_pos.mpr haR).ne'
  have hp : R + a ≠ 0 := by positivity
  rw [h1, h2, h3]
  field_simp
  ring

/-- The averaged inverse sixth power exceeds that of a centred site by more than the relative amount
`5 a² / R²`, for `0 < a < R`. -/
theorem enhancement_lower_bound {R a : ℝ} (ha : 0 < a) (haR : a < R) :
    (1 + 5 * (a / R) ^ 2) / R ^ 6 < orientAvg (fun t => 1 / siteDistSq R a t ^ 3) := by
  have hR : 0 < R := ha.trans haR
  have hd : 0 < R ^ 2 - a ^ 2 := by nlinarith
  have hform : (1 + 5 * (a / R) ^ 2) / R ^ 6 = (R ^ 2 + 5 * a ^ 2) / R ^ 8 := by
    field_simp
  rw [orientAvg_inv_six ha.le haR, hform, div_lt_div_iff₀ (by positivity) (pow_pos hd 4)]
  -- in terms of d = R² - a² the difference has only positive coefficients
  obtain ⟨d, hdd⟩ : ∃ d, d = R ^ 2 - a ^ 2 := ⟨_, rfl⟩
  rw [← hdd] at hd ⊢
  have hR2 : R ^ 2 = d + a ^ 2 := by linarith
  have hR8 : R ^ 8 = (d + a ^ 2) ^ 4 := by rw [← hR2]; ring
  rw [hR8, hR2]
  have hgap : 0 < 14 * d ^ 3 * a ^ 4 + 16 * d ^ 2 * a ^ 6 + 9 * d * a ^ 8 + 2 * a ^ 10 := by
    positivity
  linear_combination hgap

/-- Closed form of the dispersion energy averaged over free rotation of the site. -/
theorem averaged_energy (C : ℝ) {R a : ℝ} (ha : 0 ≤ a) (haR : a < R) :
    orientAvg (dispersionEnergy C R a)
      = -C * ((R ^ 2 + a ^ 2) / (R ^ 2 - a ^ 2) ^ 4) := by
  have hf : dispersionEnergy C R a = fun t => -C * (1 / siteDistSq R a t ^ 3) := by
    funext t
    unfold dispersionEnergy
    ring
  rw [← orientAvg_inv_six ha haR, hf]
  unfold orientAvg
  rw [intervalIntegral.integral_const_mul]
  ring

/-- Free rotation of an off-centre dispersion site gives the averaged energy `-C (R² + a²) / (R² -
a²)⁴`, which is lower than the energy `-C / R⁶` of a centred site, for `C > 0` and `0 < a < R`. -/
theorem rotation_strengthens_dispersion {C R a : ℝ} (hC : 0 < C) (ha : 0 < a) (haR : a < R) :
    orientAvg (dispersionEnergy C R a) = -C * ((R ^ 2 + a ^ 2) / (R ^ 2 - a ^ 2) ^ 4) ∧
      orientAvg (dispersionEnergy C R a) < -C / R ^ 6 := by
  have hR : 0 < R := ha.trans haR
  refine ⟨averaged_energy C ha.le haR, ?_⟩
  have h1 := enhancement_lower_bound ha haR
  have h2 : 1 / R ^ 6 < (1 + 5 * (a / R) ^ 2) / R ^ 6 := by
    apply div_lt_div_of_pos_right _ (by positivity)
    have : 0 < (a / R) ^ 2 := by positivity
    linarith
  rw [averaged_energy C ha.le haR, ← orientAvg_inv_six ha.le haR]
  have h3 := mul_lt_mul_of_pos_left (h2.trans h1) hC
  have h4 : -C / R ^ 6 = -(C * (1 / R ^ 6)) := by ring
  rw [h4]
  linarith

/-- The farther the site lies from the centre of rotation, the lower the averaged dispersion energy
at fixed centre distance `R`, for `C > 0` and as long as the site stays closer to the centre than
the partner. -/
theorem averaged_energy_strictAnti {C R a b : ℝ} (hC : 0 < C) (ha : 0 ≤ a) (hab : a < b)
    (hbR : b < R) :
    orientAvg (dispersionEnergy C R b) < orientAvg (dispersionEnergy C R a) := by
  have hb : 0 < b := lt_of_le_of_lt ha hab
  have hsq : a ^ 2 < b ^ 2 := by nlinarith
  have hdb : 0 < R ^ 2 - b ^ 2 := by nlinarith
  have hda : 0 < R ^ 2 - a ^ 2 := by linarith
  rw [averaged_energy C hb.le hbR, averaged_energy C ha (hab.trans hbR)]
  have h1 : (R ^ 2 + a ^ 2) / (R ^ 2 - a ^ 2) ^ 4 < (R ^ 2 + b ^ 2) / (R ^ 2 - a ^ 2) ^ 4 :=
    div_lt_div_of_pos_right (by linarith) (pow_pos hda 4)
  have h2 : (R ^ 2 + b ^ 2) / (R ^ 2 - a ^ 2) ^ 4 ≤ (R ^ 2 + b ^ 2) / (R ^ 2 - b ^ 2) ^ 4 :=
    div_le_div_of_nonneg_left (by positivity) (pow_pos hdb 4)
      (pow_le_pow_left₀ hdb.le (by linarith) 4)
  have h3 := mul_lt_mul_of_pos_left (h1.trans_le h2) hC
  linarith

/-- The Coulomb potential `1 / r` of an off-centre site, averaged over free rotation, equals the
potential `1 / R` of a centred site, for `0 < a < R`. -/
theorem averaged_coulomb {R a : ℝ} (ha : 0 < a) (haR : a < R) :
    orientAvg (fun t => 1 / √(siteDistSq R a t)) = 1 / R := by
  have hR : 0 < R := ha.trans haR
  have hpos : ∀ t ∈ Set.uIcc (-1 : ℝ) 1, 0 < siteDistSq R a t := by
    intro t ht
    rw [Set.uIcc_of_le (by norm_num)] at ht
    exact siteDistSq_pos ha.le haR ht.2
  -- the distance itself is, up to a factor, an antiderivative
  have hderiv : ∀ t ∈ Set.uIcc (-1 : ℝ) 1,
      HasDerivAt (fun s => √(siteDistSq R a s) / (-(a * R)))
        (1 / √(siteDistSq R a t)) t := by
    intro t ht
    have hs : √(siteDistSq R a t) ≠ 0 := (Real.sqrt_pos.mpr (hpos t ht)).ne'
    refine (((hasDerivAt_siteDistSq R a t).sqrt (hpos t ht).ne').div_const
      (-(a * R))).congr_deriv ?_
    field_simp
  have hcont : ContinuousOn (fun t => 1 / √(siteDistSq R a t)) (Set.uIcc (-1 : ℝ) 1) := by
    refine ContinuousOn.div continuousOn_const ?_
      (fun t ht => (Real.sqrt_pos.mpr (hpos t ht)).ne')
    unfold siteDistSq
    fun_prop
  unfold orientAvg
  rw [intervalIntegral.integral_eq_sub_of_hasDerivAt hderiv hcont.intervalIntegrable]
  have h1 : siteDistSq R a 1 = (R - a) ^ 2 := by unfold siteDistSq; ring
  have h2 : siteDistSq R a (-1) = (R + a) ^ 2 := by unfold siteDistSq; ring
  rw [h1, h2, Real.sqrt_sq (sub_pos.mpr haR).le, Real.sqrt_sq (by positivity)]
  field_simp
  ring

end

end OffCentreDispersion
```

```lean
#print axioms OffCentreDispersion.norm_sq_eq_siteDistSq
#print axioms OffCentreDispersion.rotation_strengthens_dispersion
#print axioms OffCentreDispersion.averaged_energy_strictAnti
#print axioms OffCentreDispersion.averaged_coulomb
```

```
'OffCentreDispersion.norm_sq_eq_siteDistSq' depends on axioms: [propext, Classical.choice, Quot.sound]
'OffCentreDispersion.rotation_strengthens_dispersion' depends on axioms: [propext, Classical.choice, Quot.sound]
'OffCentreDispersion.averaged_energy_strictAnti' depends on axioms: [propext, Classical.choice, Quot.sound]
'OffCentreDispersion.averaged_coulomb' depends on axioms: [propext, Classical.choice, Quot.sound]
```

`norm_sq_eq_siteDistSq` obtains $D$ from vectors by expanding $\|Re-au\|^2$ for unit vectors $e$ and $u$. `siteDistSq_pos` keeps the integrand regular.

`orientAvg_inv_six` applies the fundamental theorem of calculus. Its antiderivative is the one above minus its value at $t=0$,
$$\frac{(R^2+a^2)t-aRt^2}{(R^2+a^2)^2D^2},$$
which has no $a$ in the denominator as a factor and so covers $a=0$ as well. The quotient rule gives its derivative, `ring` confirms that this is $D^{-3}$, and the end points give $(R\mp a)^2$.

`enhancement_lower_bound` clears denominators, introduces $d$ and closes with the positive polynomial `hgap`. `averaged_energy` pulls $-C$ out of the integral, and the main theorem combines the two.

Two further theorems complete the picture:

- `averaged_energy_strictAnti`: at fixed $R$, for $C>0$, the averaged energy falls strictly as the site moves outward while staying closer to the centre than the partner, since the numerator of the closed form grows and the denominator shrinks.
- `averaged_coulomb`: the average of $1/r$ is exactly $1/R$. Here $-\sqrt{D}/(aR)$ is an antiderivative, and half its increment is $[(R+a)-(R-a)]/(2aR)=1/R$. For a partner beyond the orbit, the averaged Coulomb term is therefore the same as for a centred site.

For a point partner at fixed $R$, the unweighted average over orientations is the isotropic part of its interaction with the molecule, and it can be computed by quadrature. For a single rigid site with a pure $r^{-6}$ term, the closed form supplies a reference value for that quadrature. For small $a/R$ the leading correction is $-5Ca^2/R^8$, so, after averaging and to this order, a displaced site with the term $-C/r^6$ acts like a centred one with an added term $-C_8/R^8$, where $C_8=5Ca^2$.

The average could also have been defined as an integral over the unit sphere with its surface measure. The uniform distribution of $t$, which is now built into `orientAvg`, would then need a proof of its own; the closed form would be the same.
